# A linear functional obeying the Obara–Saika relation with given centre and exponent is fixed by its value on 1

Let E and F be linear functionals on the real polynomials, and let P and p ≠ 0 be real numbers. If both functionals satisfy

E((X − P)q) = E(q′)/(2p) for every polynomial q,

and E(1) = F(1), then E = F. For two Gaussians on a line with exponents a and b, a + b > 0, it follows that the s-type overlap, together with this relation for p = a + b and P the centre of the product Gaussian, determines every overlap and multipole integral.

## Gaussian integrals as functionals

Fix p > 0 and a centre P. Integration against a Gaussian sends a polynomial q to a number:

E(q) = ∫ q(x) exp(−p(x − P)²) dx.

This map is linear in q. Its value on 1 is the s-type integral, and higher angular momenta and multipole operators only change the polynomial. The constant

κ = 1/(2p)

is the variance of the probability density obtained by scaling exp(−p(x − P)²) to unit integral, so it measures the width of that Gaussian.

In electronic-structure codes with Gaussian basis sets, such relations allow higher integrals to be built from s-type ones; the result here covers one-dimensional overlap and multipole integrals between two primitive Gaussians.

## What the Lean statements say

A functional is a linear map `E : ℝ[X] →ₗ[ℝ] ℝ`, and `ObaraSaika P κ E` says that E((X − P)q) = κE(q′) for all q. The theorem `unique` holds for every real κ. The opening claim is the case κ = 1/(2p), where p ≠ 0 gives the coefficient its meaning.

For the integrals, `cartesian a A i` is the unnormalised function (x − A)^i exp(−a(x − A)²). `multipoleIntegral a b A B D i j k` is the integral of (x − D)^k between two such functions, with powers i on A and j on B; k = 0 gives the overlap. The theorems about these integrals assume only a + b > 0, which includes the usual case of two positive exponents.

The theorem `s_type_determines_all` takes any E that obeys the relation at the product centre with coefficient 1/(2(a + b)) and has the s-type overlap as its value on 1. It concludes that E gives the correct integral for all i, j, k. The relation is assumed for E on all polynomials; for the Gaussian integral itself it is proved. Kinetic-energy, nuclear-attraction and electron-repulsion integrals are not treated.

## Uniqueness from the moments

For any A, write X − A = (X − P) + (P − A). Linearity and the relation give

E((X − A)q) = (P − A)E(q) + κE(q′).

Set A = 0 and q = X^m:

E(X^(m+1)) = P E(X^m) + κm E(X^(m−1)).

For m = 0 the last term is absent. If E(1) = 0, then E(X) = P E(1) = 0, and each later moment vanishes because the two before it do. Every polynomial is a finite sum of monomials, so E = 0.

Now take E and F as in the opening claim. The difference G = E − F satisfies

G((X − P)q) = κE(q′) − κF(q′) = κG(q′),

and G(1) = 0. Hence G = 0 and E = F.

## The recurrence with three centres

Write

M(i, j, k) = E((X − A)^i (X − B)^j (X − D)^k).

Apply the shifted relation to q = (X − A)^i (X − B)^j (X − D)^k. By the product rule, q′ is the sum of three terms, each with one power lowered and its old exponent as a factor. Therefore

M(i+1, j, k) = (P − A)M(i, j, k) + κ[i M(i−1, j, k) + j M(i, j−1, k) + k M(i, j, k−1)].

A term whose index is zero has coefficient zero and drops out.

## The Gaussian integral obeys the relation

Let g(x) = exp(−p(x − P)²) with p > 0. Since g′ = −2p(x − P)g,

(qg)′ = (q′ − 2p(x − P)q)g.

Both qg and its derivative are polynomials times a Gaussian, hence integrable, and the integral of the derivative over the line is zero. Thus

∫ q′g dx = 2p ∫ (x − P)qg dx.

Division by 2p gives the relation with κ = 1/(2p). For q = 1, translation to the origin gives

∫ g dx = √(π/p).

## Two Gaussians

Let p = a + b and P = (aA + bB)/(a + b). Completing the square gives

a(x − A)² + b(x − B)² = (a + b)(x − P)² + ab(A − B)²/(a + b).

So the product of the two Gaussians is K exp(−p(x − P)²), with

K = exp(−ab(A − B)²/(a + b)).

Each multipole integral is therefore K times the Gaussian functional on (X − A)^i (X − B)^j (X − D)^k. The s-type overlap is

S = K√(π/(a + b)).

For a, b > 0, dividing by the norms of the two s functions turns this into K√(2√(ab)/(a + b)), which is 1 when the functions coincide.

Multiplying the recurrence by K gives the same recurrence for the actual integrals. The scaled functional K∫ q(x) exp(−p(x − P)²) dx also obeys the relation, and its value on 1 is S. By uniqueness, any functional with these two properties equals it and reproduces every multipole integral.

## The complete Lean file

```lean
import Mathlib

open Polynomial MeasureTheory

namespace ObaraSaikaUniqueness

noncomputable section

/-- The Obara-Saika relation with centre `P` and coefficient `κ` for a linear functional on
polynomials: `E((X - P) q) = κ E(q')` for all `q`. -/
def ObaraSaika (P κ : ℝ) (E : ℝ[X] →ₗ[ℝ] ℝ) : Prop :=
  ∀ q : ℝ[X], E ((X - C P) * q) = κ * E (derivative q)

/-- The value of a functional on `(X - A)^i (X - B)^j (X - D)^k`, with `A`, `B` the two orbital
centres and `D` the multipole origin. -/
def multipole (E : ℝ[X] →ₗ[ℝ] ℝ) (A B D : ℝ) (i j k : ℕ) : ℝ :=
  E ((X - C A) ^ i * (X - C B) ^ j * (X - C D) ^ k)

/-- The relation referred to another centre `A`: `E((X - A) q) = (P - A) E(q) + κ E(q')`. -/
theorem shift {P κ : ℝ} {E : ℝ[X] →ₗ[ℝ] ℝ} (h : ObaraSaika P κ E) (A : ℝ) (q : ℝ[X]) :
    E ((X - C A) * q) = (P - A) * E q + κ * E (derivative q) := by
  have e : (X - C A) * q = (X - C P) * q + (P - A) • q := by
    rw [smul_eq_C_mul, C_sub]
    ring
  rw [e, map_add, map_smul, h q, smul_eq_mul]
  ring

/-- A functional obeying the Obara-Saika relation that vanishes on the constant `1` is zero. -/
theorem eq_zero_of_map_one {P κ : ℝ} {E : ℝ[X] →ₗ[ℝ] ℝ} (h : ObaraSaika P κ E)
    (h1 : E 1 = 0) : E = 0 := by
  -- every moment vanishes, by strong induction on its order
  have hX : ∀ n : ℕ, E (X ^ n) = 0 := by
    intro n
    induction n using Nat.strong_induction_on with
    | _ n ih =>
      cases n with
      | zero => simpa using h1
      | succ m =>
        have e : (X : ℝ[X]) ^ (m + 1) = (X - C (0 : ℝ)) * X ^ m := by
          rw [C_0]
          ring
        rw [e, shift h, derivative_X_pow, ← smul_eq_C_mul, map_smul, ih m (by omega),
          ih (m - 1) (by omega)]
        simp
  -- the monomials span the polynomials
  have hall : ∀ q : ℝ[X], E q = 0 := by
    intro q
    refine Polynomial.induction_on' q ?_ ?_
    · intro a b ha hb
      rw [map_add, ha, hb, add_zero]
    · intro n a
      rw [← C_mul_X_pow_eq_monomial, ← smul_eq_C_mul, map_smul, hX, smul_zero]
  exact LinearMap.ext hall

/-- Two functionals obeying the Obara-Saika relation with the same centre `P` and the same
coefficient `κ` that agree on the constant `1` are equal. -/
theorem unique {P κ : ℝ} {E F : ℝ[X] →ₗ[ℝ] ℝ} (hE : ObaraSaika P κ E) (hF : ObaraSaika P κ F)
    (h1 : E 1 = F 1) : E = F := by
  have hd : ObaraSaika P κ (E - F) := by
    intro q
    simp only [LinearMap.sub_apply]
    rw [hE q, hF q]
    ring
  have h0 : (E - F) 1 = 0 := by
    rw [LinearMap.sub_apply, h1, sub_self]
  exact sub_eq_zero.mp (eq_zero_of_map_one hd h0)

/-- The recurrence raising the power on centre `A`; each lowered term carries its index as a
factor and is absent when that index is zero. -/
theorem multipole_recurrence {P κ : ℝ} {E : ℝ[X] →ₗ[ℝ] ℝ} (h : ObaraSaika P κ E)
    (A B D : ℝ) (i j k : ℕ) :
    multipole E A B D (i + 1) j k = (P - A) * multipole E A B D i j k
      + κ * ((i : ℝ) * multipole E A B D (i - 1) j k + (j : ℝ) * multipole E A B D i (j - 1) k
        + (k : ℝ) * multipole E A B D i j (k - 1)) := by
  have hd : ∀ (c : ℝ) (n : ℕ),
      derivative ((X - C c) ^ n) = C (n : ℝ) * (X - C c) ^ (n - 1) := by
    intro c n
    exact derivative_X_sub_C_pow c n
  have e : (X - C A) ^ (i + 1) * (X - C B) ^ j * (X - C D) ^ k
      = (X - C A) * ((X - C A) ^ i * (X - C B) ^ j * (X - C D) ^ k) := by
    ring
  -- product rule
  have d : derivative ((X - C A) ^ i * (X - C B) ^ j * (X - C D) ^ k)
      = (i : ℝ) • ((X - C A) ^ (i - 1) * (X - C B) ^ j * (X - C D) ^ k)
        + (j : ℝ) • ((X - C A) ^ i * (X - C B) ^ (j - 1) * (X - C D) ^ k)
        + (k : ℝ) • ((X - C A) ^ i * (X - C B) ^ j * (X - C D) ^ (k - 1)) := by
    simp only [derivative_mul, hd, smul_eq_C_mul]
    ring
  unfold multipole
  rw [e, shift h, d]
  simp only [map_add, map_smul, smul_eq_mul]

/-- The s-type Gaussian `exp(-a (x - A)²)` of exponent `a` centred at `A`. -/
def gauss (a A x : ℝ) : ℝ := Real.exp (-a * (x - A) ^ 2)

/-- A polynomial times a Gaussian of positive exponent is integrable over the real line. -/
theorem integrable_poly_gauss {p : ℝ} (hp : 0 < p) (P : ℝ) (q : ℝ[X]) :
    Integrable (fun x : ℝ => q.eval x * gauss p P x) := by
  have h0 : ∀ r : ℝ[X], Integrable (fun x : ℝ => r.eval x * Real.exp (-p * x ^ 2)) := by
    intro r
    refine Polynomial.induction_on' r ?_ ?_
    · intro a b ha hb
      refine (ha.add hb).congr (Filter.Eventually.of_forall fun x => ?_)
      simp only [Pi.add_apply, eval_add]
      ring
    · intro n a
      have hn : (-1 : ℝ) < (n : ℝ) := by
        have : (0 : ℝ) ≤ (n : ℝ) := Nat.cast_nonneg n
        linarith
      refine ((integrable_rpow_mul_exp_neg_mul_sq hp hn).const_mul a).congr
        (Filter.Eventually.of_forall fun x => ?_)
      simp only [Real.rpow_natCast, eval_monomial]
      ring
  -- translate the centre from the origin to `P`
  refine ((h0 (q.comp (X + C P))).comp_sub_right P).congr
    (Filter.Eventually.of_forall fun x => ?_)
  simp only [gauss, eval_comp, eval_add, eval_X, eval_C, sub_add_cancel]

/-- The functional `q ↦ ∫ q(x) exp(-p (x - P)²) dx` for a positive exponent `p`. -/
def gaussFunctional {p : ℝ} (hp : 0 < p) (P : ℝ) : ℝ[X] →ₗ[ℝ] ℝ where
  toFun q := ∫ x : ℝ, q.eval x * gauss p P x
  map_add' a b := by
    simp only [eval_add, add_mul]
    exact MeasureTheory.integral_add (integrable_poly_gauss hp P a)
      (integrable_poly_gauss hp P b)
  map_smul' c a := by
    simp only [RingHom.id_apply, eval_smul, smul_eq_mul, mul_assoc]
    exact MeasureTheory.integral_const_mul _ _

/-- The Gaussian integral obeys the Obara-Saika relation with `κ = 1/(2p)`, and its value on
the constant `1` is `√(π/p)`. -/
theorem gaussFunctional_witness {p : ℝ} (hp : 0 < p) (P : ℝ) :
    ObaraSaika P (1 / (2 * p)) (gaussFunctional hp P)
      ∧ gaussFunctional hp P 1 = Real.sqrt (Real.pi / p) := by
  constructor
  · intro q
    have hg : ∀ x : ℝ, HasDerivAt (gauss p P) (-(2 * p * (x - P)) * gauss p P x) x := by
      intro x
      have h1 : HasDerivAt (fun y : ℝ => -p * (y - P) ^ 2) (-(2 * p * (x - P))) x := by
        have h := (hasDerivAt_id' x).sub_const P
        have h2 := (h.fun_mul h).const_mul (-p)
        have e : (fun y : ℝ => -p * (y - P) ^ 2) = fun y : ℝ => -p * ((y - P) * (y - P)) := by
          funext y
          ring
        rw [e]
        exact h2.congr_deriv (by ring)
      have h3 := h1.exp
      exact h3.congr_deriv (by unfold gauss; ring)
    have hder : ∀ x : ℝ, HasDerivAt (fun y : ℝ => q.eval y * gauss p P y)
        ((derivative q - (2 * p) • ((X - C P) * q)).eval x * gauss p P x) x := by
      intro x
      refine ((q.hasDerivAt x).fun_mul (hg x)).congr_deriv ?_
      simp only [eval_sub, eval_smul, smul_eq_mul, eval_mul, eval_C, eval_X]
      ring
    -- integration by parts: the integral of a total derivative vanishes
    have hz : gaussFunctional hp P (derivative q - (2 * p) • ((X - C P) * q)) = 0 :=
      integral_eq_zero_of_hasDerivAt_of_integrable hder
        (integrable_poly_gauss hp P (derivative q - (2 * p) • ((X - C P) * q)))
        (integrable_poly_gauss hp P q)
    rw [map_sub, map_smul, smul_eq_mul] at hz
    have hp' : p ≠ 0 := hp.ne'
    have hk : 1 / (2 * p) * (2 * p) = 1 := by
      field_simp
    have hq : gaussFunctional hp P (derivative q)
        = 2 * p * gaussFunctional hp P ((X - C P) * q) := by
      linarith
    rw [hq, ← mul_assoc, hk, one_mul]
  · show ∫ x : ℝ, (1 : ℝ[X]).eval x * gauss p P x = Real.sqrt (Real.pi / p)
    simp only [eval_one, one_mul, gauss]
    exact (integral_sub_right_eq_self (μ := volume)
      (fun y : ℝ => Real.exp (-p * y ^ 2)) P).trans (integral_gaussian p)

/-- The centre `(aA + bB)/(a + b)` of the product of two Gaussians. -/
def productCentre (a A b B : ℝ) : ℝ := (a * A + b * B) / (a + b)

/-- The prefactor `exp(-ab/(a + b) (A - B)²)` of the product of two Gaussians. -/
def prefactor (a A b B : ℝ) : ℝ := Real.exp (-(a * b / (a + b)) * (A - B) ^ 2)

/-- Gaussian product theorem in one dimension: the product of two Gaussians is the prefactor
times the Gaussian of exponent `a + b` at the product centre. -/
theorem gaussian_product {a b : ℝ} (hab : a + b ≠ 0) (A B x : ℝ) :
    gauss a A x * gauss b B x
      = prefactor a A b B * gauss (a + b) (productCentre a A b B) x := by
  unfold gauss prefactor productCentre
  rw [← Real.exp_add, ← Real.exp_add]
  congr 1
  field_simp
  ring

/-- The one-dimensional Cartesian Gaussian `(x - A)^i exp(-a (x - A)²)`. -/
def cartesian (a A : ℝ) (i : ℕ) (x : ℝ) : ℝ := (x - A) ^ i * gauss a A x

/-- The integral of `(x - D)^k` between two Cartesian Gaussians; `k = 0` is the overlap. -/
def multipoleIntegral (a b A B D : ℝ) (i j k : ℕ) : ℝ :=
  ∫ x : ℝ, cartesian a A i x * (x - D) ^ k * cartesian b B j x

/-- A multipole integral is the prefactor times the Gaussian functional of exponent `a + b` at
the product centre, evaluated on `(X - A)^i (X - B)^j (X - D)^k`. -/
theorem multipoleIntegral_eq {a b : ℝ} (hab : 0 < a + b) (A B D : ℝ) (i j k : ℕ) :
    multipoleIntegral a b A B D i j k = prefactor a A b B
      * multipole (gaussFunctional hab (productCentre a A b B)) A B D i j k := by
  show ∫ x : ℝ, cartesian a A i x * (x - D) ^ k * cartesian b B j x
    = prefactor a A b B * ∫ x : ℝ, ((X - C A) ^ i * (X - C B) ^ j * (X - C D) ^ k).eval x
        * gauss (a + b) (productCentre a A b B) x
  rw [← MeasureTheory.integral_const_mul]
  congr 1
  funext x
  simp only [cartesian, eval_mul, eval_pow, eval_sub, eval_X, eval_C]
  linear_combination ((x - A) ^ i * (x - B) ^ j * (x - D) ^ k) * gaussian_product hab.ne' A B x

/-- The s-type overlap integral equals the prefactor times `√(π/(a + b))`. -/
theorem s_type_overlap {a b : ℝ} (hab : 0 < a + b) (A B D : ℝ) :
    multipoleIntegral a b A B D 0 0 0
      = prefactor a A b B * Real.sqrt (Real.pi / (a + b)) := by
  rw [multipoleIntegral_eq hab]
  unfold multipole
  simp only [pow_zero, mul_one]
  rw [(gaussFunctional_witness hab (productCentre a A b B)).2]

/-- The Obara-Saika recurrence for the multipole integrals between Cartesian Gaussians, raising
the power on centre `A`, with `P` the product centre and coefficient `1/(2(a + b))`. -/
theorem multipoleIntegral_recurrence {a b : ℝ} (hab : 0 < a + b) (A B D : ℝ) (i j k : ℕ) :
    multipoleIntegral a b A B D (i + 1) j k
      = (productCentre a A b B - A) * multipoleIntegral a b A B D i j k
        + 1 / (2 * (a + b)) * ((i : ℝ) * multipoleIntegral a b A B D (i - 1) j k
          + (j : ℝ) * multipoleIntegral a b A B D i (j - 1) k
          + (k : ℝ) * multipoleIntegral a b A B D i j (k - 1)) := by
  simp only [multipoleIntegral_eq hab]
  rw [multipole_recurrence (gaussFunctional_witness hab (productCentre a A b B)).1 A B D i j k]
  ring

/-- A functional obeying the Obara-Saika relation at the product centre with coefficient
`1/(2(a + b))`, whose value on `1` is the s-type overlap, gives every multipole integral. -/
theorem s_type_determines_all {a b : ℝ} (hab : 0 < a + b) (A B D : ℝ) {E : ℝ[X] →ₗ[ℝ] ℝ}
    (hE : ObaraSaika (productCentre a A b B) (1 / (2 * (a + b))) E)
    (h1 : E 1 = multipoleIntegral a b A B D 0 0 0) (i j k : ℕ) :
    multipole E A B D i j k = multipoleIntegral a b A B D i j k := by
  -- the scaled Gaussian functional obeys the same relation and has the same value on `1`
  have hG : ObaraSaika (productCentre a A b B) (1 / (2 * (a + b)))
      (prefactor a A b B • gaussFunctional hab (productCentre a A b B)) := by
    intro q
    simp only [LinearMap.smul_apply, smul_eq_mul]
    rw [(gaussFunctional_witness hab (productCentre a A b B)).1 q]
    ring
  have hone : E 1 = (prefactor a A b B • gaussFunctional hab (productCentre a A b B)) 1 := by
    rw [h1, multipoleIntegral_eq hab]
    simp only [multipole, pow_zero, mul_one, LinearMap.smul_apply, smul_eq_mul]
  have heq : E = prefactor a A b B • gaussFunctional hab (productCentre a A b B) :=
    unique hE hG hone
  rw [multipoleIntegral_eq hab, heq]
  simp only [multipole, LinearMap.smul_apply, smul_eq_mul]

end

end ObaraSaikaUniqueness
```

```lean
#print axioms ObaraSaikaUniqueness.s_type_overlap
#print axioms ObaraSaikaUniqueness.multipoleIntegral_recurrence
#print axioms ObaraSaikaUniqueness.s_type_determines_all
```

```
'ObaraSaikaUniqueness.s_type_overlap' depends on axioms: [propext, Classical.choice, Quot.sound]
'ObaraSaikaUniqueness.multipoleIntegral_recurrence' depends on axioms: [propext, Classical.choice, Quot.sound]
'ObaraSaikaUniqueness.s_type_determines_all' depends on axioms: [propext, Classical.choice, Quot.sound]
```

## How Lean proves uniqueness

`shift` rewrites (X − A)q as (X − P)q + (P − A)q, then applies linearity and the assumed relation. In `eq_zero_of_map_one`, strong induction supplies the vanishing of both lower moments. The successor step writes X^(m+1) as (X − 0)X^m and uses `shift`. At m = 0 the natural-number subtraction m − 1 returns 0, which is harmless because the factor m is zero. `Polynomial.induction_on'` then extends the result from monomials to sums.

`unique` checks the relation for E − F and applies the zero result. `multipole_recurrence` separates one factor X − A, computes the derivative by the product rule in the step `d`, and uses `shift` again.

## How Lean treats the integrals

`integrable_poly_gauss` proves integrability first for monomials at the origin, then for sums, and finally translates the centre to P. This is what makes `gaussFunctional` a linear map, since additivity of the integral needs integrable summands.

In `gaussFunctional_witness`, `hg` differentiates the Gaussian and `hder` differentiates its product with q. The step `hz` is the vanishing integral of the total derivative, and rearranging it gives the relation. The second half translates the integral and uses Mathlib's `integral_gaussian`.

`gaussian_product` combines the exponentials and leaves the completed square to `field_simp` and `ring`. `multipoleIntegral_eq` uses it under the integral sign to extract the prefactor, after which `s_type_overlap` and `multipoleIntegral_recurrence` follow from the corresponding facts about the functional.

Finally, `s_type_determines_all` shows in `hG` that the scaled Gaussian functional obeys the relation and in `hone` that it agrees with E on 1. `unique` identifies the two functionals, and evaluating them on the three-centre polynomial gives the integral.
